# Closed-shell Slater determinants are invariant under SU(2) spin rotations

Take \(n\) spatial orbitals and let each of them carry both spin up and spin down. If a complex \(2\times 2\) matrix \(U\) is applied to the spins of all \(2n\) electrons, the Slater determinant of these spin-orbitals is multiplied by \(\det(U)^n\) at every configuration. For \(U\) in SU(2) the factor is one, and the determinant does not change.

## Two electrons in one orbital

For \(n=1\), let \(a\) be the spatial orbital and \(\chi_0,\chi_1\) the spin-up and spin-down spinors. With electrons at \((r,s)\) and \((r',s')\), the determinant is

\[
\frac{1}{\sqrt 2}\,a(r)\,a(r')\,\bigl[\chi_0(s)\chi_1(s')-\chi_1(s)\chi_0(s')\bigr].
\]

The bracket is itself a \(2\times2\) determinant in the spinors. Replacing them by linear combinations with coefficient matrix \(U\) multiplies it by \(\det U\). With \(n\) doubly occupied orbitals the spatial and spin parts no longer separate into a simple product, but each orbital still contributes one factor \(\det U\).

In restricted Hartree–Fock theory, where the wavefunction is a single determinant of doubly occupied orbitals, this means that the choice of spin quantisation axis has no effect on the state. Invariance under every spin rotation is also what characterises total spin zero; the treatment here uses the rotations themselves and not the operator \(S^2\).

## Spin-orbitals, determinants and rotations

A spin-orbital is a complex function of a position and a spin coordinate. For \(N\) spin-orbitals \(\varphi_p\) and electron coordinates \(x_i\), `slater` is

\[
D(x)=\frac{1}{\sqrt{N!}}\det\bigl[\varphi_p(x_i)\bigr],
\]

with rows labelled by spin-orbitals \(p\) and columns by electrons \(i\). The two kinds of label come from the same finite set. Orthonormality is not assumed: the prefactor is the usual one, and it gives a state of norm one when the spin-orbitals are orthonormal.

The closed-shell spin-orbitals, `closedShell`, carry pairs \((j,m)\) as labels, with \(j\in\{0,\dots,n-1\}\) and \(m\in\{0,1\}\):

\[
\varphi_{(j,m)}(r,s)=a_j(r)\,\chi_m(s).
\]

Both spins share the same \(a_j\), which is the restricted form; orbitals that differ between the two spins are not covered. The electrons are labelled by pairs too, which is bookkeeping without physical content.

There are two ways to let \(U\) act.

- `mixSpinors` changes the spinors inside the spin-orbitals: \(\chi'_m=\sum_k\chi_k U_{km}\). Here \(\chi_0,\chi_1\) may be any two functions on any set of spin coordinates.
- `spinRotate` acts on a many-electron wavefunction \(\Psi\), whether or not it is a determinant. Each electron has a two-valued spin coordinate, and with \(x_i=(r_i,s_i)\),

\[
(R_U\Psi)(x)=\sum_{t}\Bigl(\prod_i U_{s_i t_i}\Bigr)\Psi\bigl((r_i,t_i)_i\bigr),
\]

where \(t\) runs over all assignments of a spin value \(t_i\) to each electron \(i\). This is the physical rotation of all spins when \(U\) is in SU(2). Positions are left alone.

## What the theorems say

`slater_mixSpinors` states that for every complex \(2\times2\) matrix \(U\), all functions \(a_j\) and \(\chi_m\), and every configuration \(x\), the determinant built with the new spinors equals \(\det(U)^n\) times the old one.

`slater_mixSpinors_eq_iff` adds a converse. If the original determinant is nonzero at some configuration, it is unchanged everywhere exactly when \(\det(U)^n=1\).

`spinRotate_closedShell` gives the same factor for the many-electron rotation, with the spinors `upDown`, that is \(\chi_m(s)=\delta_{sm}\). `closedShell_SU2_invariant` specialises this to \(U\) in `Matrix.specialUnitaryGroup (Fin 2) ℂ` and states equality of the two wavefunctions as functions.

`openShell_not_invariant` shows that double occupation matters. It exhibits two electrons of opposite spin on different sites, and a matrix in SU(2) that takes a nonzero value of their determinant to zero.

The positions form an arbitrary set, so a lattice and continuous space are treated alike. All statements concern values of functions; no inner product or integration enters.

## One factor of \(\det U\) for each spatial orbital

Write \(M_{(j,m),i}=a_j(r_i)\chi_m(s_i)\) for the matrix of orbital values. After the spinors are mixed it becomes

\[
M'_{(j,m),i}=a_j(r_i)\sum_k\chi_k(s_i)U_{km}
=\sum_k (U^{\mathsf T})_{mk}\,M_{(j,k),i}.
\]

Row \((j,m)\) of the new matrix involves only the old rows with the same \(j\). Therefore

\[
M'=(1_n\otimes U^{\mathsf T})\,M .
\]

The matrix \(1_n\otimes U^{\mathsf T}\) is block diagonal with \(n\) copies of \(U^{\mathsf T}\), so its determinant is \(\det(U^{\mathsf T})^n=\det(U)^n\). Taking determinants and multiplying by \(1/\sqrt{(2n)!}\) gives

\[
D'(x)=\det(U)^n\,D(x).
\]

If \(\det(U)^n=1\), then \(D'=D\). Conversely, if \(D'=D\) and \(D(x)\neq0\) for some \(x\), dividing by \(D(x)\) gives \(\det(U)^n=1\).

## Rotating the electrons or the spin-orbitals

The next step is to show that \(R_U\), applied to any Slater determinant, amounts to rotating each spin-orbital. Expand the determinant over permutations \(\sigma\) of the \(N\) labels:

\[
(R_UD)(x)=\frac1{\sqrt{N!}}\sum_t\prod_iU_{s_it_i}
\sum_\sigma \operatorname{sgn}(\sigma)\prod_i\varphi_{\sigma(i)}(r_i,t_i).
\]

Exchange the two sums and combine the products:

\[
(R_UD)(x)=\frac1{\sqrt{N!}}\sum_\sigma\operatorname{sgn}(\sigma)
\sum_t\prod_i U_{s_it_i}\,\varphi_{\sigma(i)}(r_i,t_i).
\]

For fixed \(\sigma\), each factor depends on the spin \(t_i\) of one electron only, so the sum over all spin assignments is a product of single sums:

\[
(R_UD)(x)=\frac1{\sqrt{N!}}\sum_\sigma\operatorname{sgn}(\sigma)
\prod_i\Bigl(\sum_{\tau}U_{s_i\tau}\,\varphi_{\sigma(i)}(r_i,\tau)\Bigr),
\]

with \(\tau\in\{0,1\}\). This is the Slater determinant of the rotated spin-orbitals.

For a closed shell with \(\chi_m(s)=\delta_{sm}\), a rotated spin-orbital is

\[
\sum_\tau U_{s\tau}\,a_j(r)\,\delta_{\tau m}=a_j(r)\,U_{sm}
=a_j(r)\sum_k\chi_k(s)\,U_{km}.
\]

These are exactly the spin-orbitals with mixed spinors, so \(R_UD=\det(U)^nD\). In SU(2), \(\det U=1\), and the invariance follows. Unitarity plays no part in this last step.

## Opposite spins on different sites

Let one spin-orbital be spin up on site 0 and the other spin down on site 1. Put electron 0 on site 0 with spin up, and electron 1 on site 1 with spin down. The matrix of orbital values is the identity, and the normalised determinant has the value \(1/\sqrt2\).

Now take

\[
U=\begin{pmatrix}0&-1\\1&0\end{pmatrix},
\]

a rotation by \(\pi\) about the \(y\) axis. It sends up to down and down to minus up. The rotated spin-orbitals have spin down on site 0 and spin up on site 1, so both vanish at both electron coordinates. The value drops from \(1/\sqrt2\) to zero. Equal numbers of up and down electrons are therefore not enough for invariance.

## The Lean file

```lean
import Mathlib

open Matrix
open scoped Kronecker

namespace ClosedShellSpinRotation

noncomputable section

variable {ι X R S : Type*} [Fintype ι] [DecidableEq ι] {n : ℕ}

/-- The normalised Slater determinant of the spin-orbitals `φ p`, evaluated at the electron
coordinates `x i`; electrons and spin-orbitals carry the same finite set of labels. -/
def slater (φ : ι → X → ℂ) (x : ι → X) : ℂ :=
  ((Real.sqrt ((Fintype.card ι).factorial : ℝ) : ℝ) : ℂ)⁻¹ *
    (Matrix.of fun p i => φ p (x i)).det

/-- The `2n` closed-shell spin-orbitals `a_j(r) χ_m(s)`: each spatial orbital is combined with
both spinors. -/
def closedShell (a : Fin n → R → ℂ) (χ : Fin 2 → S → ℂ) : Fin n × Fin 2 → R × S → ℂ :=
  fun p y => a p.1 y.1 * χ p.2 y.2

/-- The new spinors `∑ k, χ_k U_km`. -/
def mixSpinors (U : Matrix (Fin 2) (Fin 2) ℂ) (χ : Fin 2 → S → ℂ) : Fin 2 → S → ℂ :=
  fun m s => ∑ k, χ k s * U k m

/-- The spin-up and spin-down spinors, as functions of a two-valued spin coordinate. -/
def upDown : Fin 2 → Fin 2 → ℂ := fun m s => if s = m then 1 else 0

/-- The matrix `U` applied to the spin coordinate of every electron in a many-electron
wavefunction `Ψ`. -/
def spinRotate (U : Matrix (Fin 2) (Fin 2) ℂ) (Ψ : (ι → R × Fin 2) → ℂ) :
    (ι → R × Fin 2) → ℂ :=
  fun x => ∑ t : ι → Fin 2, (∏ i, U (x i).2 (t i)) * Ψ (fun i => ((x i).1, t i))

/-- Mixing the spinors multiplies the matrix of closed-shell orbital values by `1 ⊗ Uᵀ`. -/
theorem orbitalMatrix_mixSpinors (U : Matrix (Fin 2) (Fin 2) ℂ) (a : Fin n → R → ℂ)
    (χ : Fin 2 → S → ℂ) (x : Fin n × Fin 2 → R × S) :
    (Matrix.of fun p i => closedShell a (mixSpinors U χ) p (x i)) =
      ((1 : Matrix (Fin n) (Fin n) ℂ) ⊗ₖ Uᵀ) *
        (Matrix.of fun p i => closedShell a χ p (x i)) := by
  ext ⟨j, m⟩ i
  -- only the spatial orbital `j` itself contributes to the row `(j, m)`
  rw [Matrix.mul_apply, Fintype.sum_prod_type, Finset.sum_eq_single j]
  · simp only [Matrix.of_apply, Matrix.kroneckerMap_apply, Matrix.one_apply_eq,
      Matrix.transpose_apply, closedShell, mixSpinors, Fin.sum_univ_two]
    ring
  · intro b _ hb
    simp [Matrix.kroneckerMap_apply, Matrix.one_apply_ne hb.symm]
  · intro h
    exact absurd (Finset.mem_univ j) h

/-- Replacing the spinors `χ_m` by `∑ k, χ_k U_km` multiplies the `2n`-electron closed-shell
determinant by `det(U)^n`. -/
theorem slater_mixSpinors (U : Matrix (Fin 2) (Fin 2) ℂ) (a : Fin n → R → ℂ)
    (χ : Fin 2 → S → ℂ) (x : Fin n × Fin 2 → R × S) :
    slater (closedShell a (mixSpinors U χ)) x = U.det ^ n * slater (closedShell a χ) x := by
  unfold slater
  rw [orbitalMatrix_mixSpinors, Matrix.det_mul, Matrix.det_kronecker, Matrix.det_one,
    Matrix.det_transpose, one_pow, one_mul, Fintype.card_fin]
  ring

/-- A closed-shell determinant that is not identically zero is unchanged by the mixing of its
spinors exactly when `det(U)^n = 1`. -/
theorem slater_mixSpinors_eq_iff (U : Matrix (Fin 2) (Fin 2) ℂ) (a : Fin n → R → ℂ)
    (χ : Fin 2 → S → ℂ) (h : ∃ x, slater (closedShell a χ) x ≠ 0) :
    (∀ x, slater (closedShell a (mixSpinors U χ)) x = slater (closedShell a χ) x) ↔
      U.det ^ n = 1 := by
  constructor
  · intro hinv
    obtain ⟨x, hx⟩ := h
    have h1 := hinv x
    rw [slater_mixSpinors] at h1
    exact mul_right_cancel₀ hx (by rw [h1, one_mul])
  · intro hU x
    rw [slater_mixSpinors, hU, one_mul]

/-- Applying `U` to the spins of all electrons in a Slater determinant gives the Slater
determinant of the spin-orbitals to which `U` has been applied one by one. -/
theorem spinRotate_slater (U : Matrix (Fin 2) (Fin 2) ℂ) (φ : ι → R × Fin 2 → ℂ)
    (x : ι → R × Fin 2) :
    spinRotate U (slater φ) x =
      slater (fun p y => ∑ t, U y.2 t * φ p (y.1, t)) x := by
  -- expand over permutations, and the product of sums over spin configurations
  simp only [spinRotate, slater, Matrix.det_apply', Matrix.of_apply, Finset.prod_univ_sum,
    Fintype.piFinset_univ, Finset.mul_sum, Finset.prod_mul_distrib]
  rw [Finset.sum_comm]
  refine Finset.sum_congr rfl fun σ _ => Finset.sum_congr rfl fun t _ => ?_
  ring

/-- Applying `U` to the spins of all `2n` electrons multiplies a closed-shell determinant,
built with spin-up and spin-down spinors, by `det(U)^n`. -/
theorem spinRotate_closedShell (U : Matrix (Fin 2) (Fin 2) ℂ) (a : Fin n → R → ℂ)
    (x : Fin n × Fin 2 → R × Fin 2) :
    spinRotate U (slater (closedShell a upDown)) x =
      U.det ^ n * slater (closedShell a upDown) x := by
  have h : (fun (p : Fin n × Fin 2) (y : R × Fin 2) =>
      ∑ t, U y.2 t * closedShell a upDown p (y.1, t)) =
      closedShell a (mixSpinors U upDown) := by
    funext p y
    simp [closedShell, mixSpinors, upDown]
    ring
  rw [spinRotate_slater, h, slater_mixSpinors]

/-- A closed-shell determinant built with spin-up and spin-down spinors is invariant under
every SU(2) rotation of the electron spins. -/
theorem closedShell_SU2_invariant (U : Matrix (Fin 2) (Fin 2) ℂ)
    (hU : U ∈ Matrix.specialUnitaryGroup (Fin 2) ℂ) (a : Fin n → R → ℂ) :
    spinRotate U (slater (closedShell a upDown)) = slater (closedShell a upDown) := by
  funext x
  rw [spinRotate_closedShell, (Matrix.mem_specialUnitaryGroup_iff.mp hU).2, one_pow, one_mul]

/-- Two spin-orbitals on a two-site lattice: spin up on the first site and spin down on the
second. -/
def openShell : Fin 2 → Fin 2 × Fin 2 → ℂ :=
  fun p y => (if y.1 = p then 1 else 0) * upDown p y.2

/-- The open-shell determinant with spin up on one site and spin down on the other is not
invariant: an explicit SU(2) rotation takes a nonzero value of it to zero. -/
theorem openShell_not_invariant :
    (!![0, -1; 1, 0] : Matrix (Fin 2) (Fin 2) ℂ) ∈ Matrix.specialUnitaryGroup (Fin 2) ℂ ∧
      slater openShell (fun i => (i, i)) ≠ 0 ∧
      spinRotate !![0, -1; 1, 0] (slater openShell) (fun i => (i, i)) = 0 := by
  refine ⟨?_, ?_, ?_⟩
  · rw [Matrix.mem_specialUnitaryGroup_iff, Matrix.mem_unitaryGroup_iff]
    constructor
    · ext i j
      fin_cases i <;> fin_cases j <;>
        simp [Matrix.mul_apply, Fin.sum_univ_two, Matrix.star_apply]
    · simp [Matrix.det_fin_two]
  · simp [slater, openShell, upDown, Matrix.det_fin_two]
  · -- each rotated spin-orbital has its spin flipped, so it vanishes at these coordinates
    rw [spinRotate_slater]
    simp [slater, openShell, upDown, Matrix.det_fin_two]

end

end ClosedShellSpinRotation
```

```lean
#print axioms ClosedShellSpinRotation.slater_mixSpinors_eq_iff
-- 'ClosedShellSpinRotation.slater_mixSpinors_eq_iff' depends on axioms: [propext, Classical.choice, Quot.sound]
#print axioms ClosedShellSpinRotation.closedShell_SU2_invariant
-- 'ClosedShellSpinRotation.closedShell_SU2_invariant' depends on axioms: [propext, Classical.choice, Quot.sound]
#print axioms ClosedShellSpinRotation.openShell_not_invariant
-- 'ClosedShellSpinRotation.openShell_not_invariant' depends on axioms: [propext, Classical.choice, Quot.sound]
```

## From the orbital matrix to the invariance

`orbitalMatrix_mixSpinors` is the identity \(M'=(1_n\otimes U^{\mathsf T})M\), proved entry by entry. The matrix product is a sum over pairs, which `Fintype.sum_prod_type` splits into a sum over spatial orbitals and a sum over spins. `Finset.sum_eq_single j` keeps only the spatial orbital \(j\), because the off-diagonal entries of the identity matrix vanish. What remains is the two-term sum over \(k\), and `ring` matches the two sides.

`slater_mixSpinors` rewrites with this identity and takes determinants. In `slater_mixSpinors_eq_iff`, the forward direction evaluates the assumed equality at a configuration where the determinant is nonzero and cancels it with `mul_right_cancel₀`; the other direction substitutes \(\det(U)^n=1\).

`spinRotate_slater` follows the permutation expansion above. `Matrix.det_apply'` expands the determinants, and `Finset.prod_univ_sum` turns the product of single-electron spin sums into one sum over spin assignments. The derivation by hand factorises the left side, whereas Lean multiplies out the right side. `Finset.sum_comm` then exchanges the sums over permutations and spins, and the terms agree one by one.

In `spinRotate_closedShell`, the auxiliary statement `h` identifies the rotated up and down spin-orbitals with those given by `mixSpinors`. Two earlier theorems then supply the factor. `closedShell_SU2_invariant` takes \(\det U=1\) from membership in SU(2).

For the open shell, the first part checks that the matrix is unitary with determinant one. The other two parts evaluate \(2\times2\) determinants, the last of them after `spinRotate_slater` has moved the rotation onto the spin-orbitals.

## The Kronecker determinant and its exponents

The proof turns on `Matrix.det_kronecker`. For square matrices \(A\) of size \(p\) and \(B\) of size \(q\), it says

\[
\det(A\otimes B)=\det(A)^{q}\,\det(B)^{p}.
\]

Each determinant is raised to the size of the other matrix. With \(A=1_n\) and \(B=U^{\mathsf T}\), the exponent of \(\det U\) is the number of spatial orbitals.

Mathlib indexes the rows and columns of a Kronecker product by pairs. This is why the spin-orbitals carry labels in `Fin n × Fin 2` and not in a single list of length \(2n\): the lemma applies directly, and no ordering of the spin-orbitals has to be chosen. A determinant needs the same index type for rows and columns, so the electrons take pairs as labels as well.

## Mixing the spatial orbitals

The same argument works with the two tensor factors exchanged. Replace the spatial orbitals by \(a'_j=\sum_l a_l V_{lj}\), with \(V\) a complex \(n\times n\) matrix, and leave the spinors alone. The orbital matrix is then multiplied by \(V^{\mathsf T}\otimes 1_2\), and the determinant by \(\det(V)^2\). For unitary \(V\) this is a phase, so canonical and localised occupied orbitals related by such a \(V\) describe the same closed-shell state. This companion identity is derived here by hand only.
